# Bright-state weights in the Bixon–Jortner model follow a Lorentzian

A bright level at energy $E_s$ is coupled with the same real strength $v\neq0$ to dark levels at $n\varepsilon$, for every integer $n$ and a spacing $\varepsilon>0$. Every nonzero stationary state of energy $E$ then has bright-state weight

$$W=\frac{v^2}{(E-E_s)^2+v^2+(\pi v^2/\varepsilon)^2}.$$

For this idealised uniform ladder, the formula says how the intensity of one bright state is shared among the mixed levels of a molecular spectrum.

## From the Schrödinger equation to the weight

Let $a$ be the bright amplitude and $b_n$ the dark ones. The rows of the eigenvalue equation are

$$va+n\varepsilon b_n=Eb_n,\qquad E_sa+vb_0+\sum_{k\ge0}v\,(b_{k+1}+b_{-(k+1)})=Ea.$$

The dark levels are added in pairs because the sum converges only conditionally.

If $a=0$, the dark rows read $(n\varepsilon-E)b_n=0$. A nonzero state then has exactly one nonzero $b_m$, with $E=m\varepsilon$, and the bright row gives $vb_m=0$, a contradiction. So $a\neq0$. If $E=n\varepsilon$ for some $n$, row $n$ gives $va=0$, again impossible. Hence $b_n=va/(E-n\varepsilon)$.

Put $x=E/\varepsilon$, which is not an integer. Inserting $b_n$ in the bright row and using

$$\pi\cot\pi x=\frac1x+\sum_{k\ge0}\left(\frac1{x-(k+1)}+\frac1{x+(k+1)}\right)$$

gives the secular equation $E-E_s=v^2(\pi/\varepsilon)\cot(\pi E/\varepsilon)$.

The norm needs $\sum_n(x-n)^{-2}$. The plane wave $e^{2\pi ixt}$ on $[0,1]$ has Fourier coefficients

$$c_n=\int_0^1e^{2\pi i(x-n)t}\,dt=\frac{e^{2\pi i(x-n)}-1}{2\pi i(x-n)},\qquad |c_n|^2=\frac{\sin^2\pi x}{\pi^2(x-n)^2},$$

since $|e^{i\theta}-1|^2=4\sin^2(\theta/2)$. The wave has modulus 1, so Parseval's identity gives $\sum_n|c_n|^2=1$, that is, $\sum_n(x-n)^{-2}=\pi^2/\sin^2\pi x$. Dividing by $\varepsilon^2$,

$$\sum_n\frac1{(E-n\varepsilon)^2}=\frac{\pi^2}{\varepsilon^2}\left(1+\cot^2\frac{\pi E}{\varepsilon}\right).$$

The secular equation eliminates the cotangent:

$$W=\frac{a^2}{a^2+\sum_nb_n^2}=\frac1{1+v^2\sum_n(E-n\varepsilon)^{-2}}=\frac1{1+(\pi v/\varepsilon)^2+(E-E_s)^2/v^2}.$$

Multiplying numerator and denominator by $v^2$ gives the result.

## Dense ladders and finite matrices

Let $\varepsilon\to0$ with $\Gamma=2\pi v^2/\varepsilon$ fixed. The lone $v^2$ in the denominator vanishes, and the weight per unit energy, $W/\varepsilon$, tends to $(\Gamma/2\pi)/[(E-E_s)^2+\Gamma^2/4]$, whose full width is the golden-rule value $\Gamma$.

The formula can be checked numerically by diagonalising the truncated matrix with $E_s$ and the $n\varepsilon$, $-N\le n\le N$, on the diagonal and $v$ in the rest of the bright row and column. The squared bright component of each normalised eigenvector is its weight, and for levels in a fixed energy range it approaches the formula as $N\to\infty$. A lopsided cut such as $-N\le n\le2N$ would instead shift the centre of the Lorentzian by $-(v^2/\varepsilon)\ln2$.

## The model in Lean

```lean
import Mathlib

open Real MeasureTheory

namespace BixonJortner

noncomputable section
```

The plane wave is complex-valued; the amplitudes and parameters of the model are real.

```lean
/-- The plane wave `exp (2 π i x t)` with real wave number `x`. -/
def wave (x t : ℝ) : ℂ := Complex.exp (((2 * π * x * t : ℝ) : ℂ) * Complex.I)
```

`IsEigenstate` contains the rows above, with $E_sa$ and $vb_0$ moved to the other side of the bright row. `HasSum` states that the paired series converges to that value. The constant `v` stands for a coupling matrix element taken equal for all dark levels, which have no width and no coupling among themselves. The zero of energy lies on a dark level.

```lean
/-- Stationary state of energy `E`: bright amplitude `a` (level `Es`) and dark amplitudes `b n`
(levels `n ε`) coupled by `v`; the bright row adds the dark levels in pairs `±(k + 1)`. -/
def IsEigenstate (ε v Es E a : ℝ) (b : ℤ → ℝ) : Prop :=
  (∀ n : ℤ, v * a + n * ε * b n = E * b n) ∧
    HasSum (fun k : ℕ => v * (b ((k : ℤ) + 1) + b (-((k : ℤ) + 1)))) ((E - Es) * a - v * b 0)
```

The state need not be normalised, so the weight divides by the squared norm.

```lean
/-- The fraction of the squared norm of a nonzero, square-summable state that sits on the bright
level. -/
def brightWeight (a : ℝ) (b : ℤ → ℝ) : ℝ := a ^ 2 / (a ^ 2 + ∑' n, b n ^ 2)
```

## Parseval's identity and the detuning sum

The first lemma evaluates the Fourier integral: `h1` and `h2` are the squared moduli of numerator and denominator.

```lean
/-- Squared moduli of the Fourier coefficients on the unit interval of a plane wave with non-integer
wave number. -/
theorem wave_coeff_sq (x : ℝ) (hx : ∀ n : ℤ, x ≠ n) (n : ℤ) :
    ‖fourierCoeffOn (zero_lt_one : (0 : ℝ) < 1) (wave x) n‖ ^ 2
      = sin (π * x) ^ 2 / π ^ 2 * (1 / (x - n) ^ 2) := by
  have hxn : x - n ≠ 0 := sub_ne_zero.2 (hx n)
  have hπ := Real.pi_ne_zero
  have hc : ((2 * π * (x - n) : ℝ) : ℂ) * Complex.I ≠ 0 :=
    mul_ne_zero (Complex.ofReal_ne_zero.2 (by positivity)) Complex.I_ne_zero
  have hint : ∀ t : ℝ, fourier (-n) (t : AddCircle ((1 : ℝ) - 0)) • wave x t
      = Complex.exp (((2 * π * (x - n) : ℝ) : ℂ) * Complex.I * t) := by
    intro t
    rw [fourier_coe_apply, smul_eq_mul, wave, ← Complex.exp_add]
    congr 1
    push_cast
    ring
  have hcos : cos (2 * π * (x - n)) = 1 - 2 * sin (π * x) ^ 2 := by
    have e : 2 * π * (x - n) = 2 * (π * x) - n * (2 * π) := by ring
    rw [e, Real.cos_sub_int_mul_two_pi, Real.cos_two_mul]
    linear_combination 2 * Real.sin_sq_add_cos_sq (π * x)
  have h1 : ‖Complex.exp (((2 * π * (x - n) : ℝ) : ℂ) * Complex.I) - 1‖ ^ 2
      = 4 * sin (π * x) ^ 2 := by
    rw [Complex.sq_norm, Complex.normSq_apply]
    simp only [Complex.sub_re, Complex.sub_im, Complex.exp_ofReal_mul_I_re,
      Complex.exp_ofReal_mul_I_im, Complex.one_re, Complex.one_im]
    linear_combination Real.sin_sq_add_cos_sq (2 * π * (x - n)) - 2 * hcos
  have h2 : ‖((2 * π * (x - n) : ℝ) : ℂ) * Complex.I‖ ^ 2 = 4 * (π ^ 2 * (x - n) ^ 2) := by
    rw [norm_mul, Complex.norm_I, mul_one, Complex.norm_real, Real.norm_eq_abs, sq_abs]
    ring
  rw [fourierCoeffOn_eq_integral]
  simp only [hint]
  rw [integral_exp_mul_complex hc]
  simp only [sub_zero, div_one, one_smul, Complex.ofReal_one, Complex.ofReal_zero, mul_one,
    mul_zero, Complex.exp_zero, norm_div, div_pow]
  rw [h1, h2]
  field_simp
```

Parseval's identity is `hasSum_sq_fourierCoeffOn`; `h1` now records that the mean square of the wave is 1.

```lean
/-- For non-integer `x` the inverse squared distances to all integers add up to
`π² / sin² (π x)`. -/
theorem hasSum_inv_sq (x : ℝ) (hx : ∀ n : ℤ, x ≠ n) :
    HasSum (fun n : ℤ => 1 / (x - n) ^ 2) (π ^ 2 / sin (π * x) ^ 2) := by
  have hs : sin (π * x) ≠ 0 := by
    intro h
    obtain ⟨n, hn⟩ := Real.sin_eq_zero_iff.1 h
    exact hx n (mul_left_cancel₀ Real.pi_ne_zero (by linarith))
  have hn : ∀ t, ‖wave x t‖ = 1 := fun t => Complex.norm_exp_ofReal_mul_I _
  have hcont : Continuous (wave x) := by unfold wave; fun_prop
  -- Parseval's identity for the plane wave
  have h := hasSum_sq_fourierCoeffOn (zero_lt_one : (0 : ℝ) < 1)
    (MemLp.of_bound hcont.aestronglyMeasurable 1 (Filter.Eventually.of_forall fun t => (hn t).le))
  have h1 : ((1 : ℝ) - 0)⁻¹ • ∫ t in (0 : ℝ)..1, ‖wave x t‖ ^ 2 = 1 := by simp [hn]
  rw [h1] at h
  simp only [wave_coeff_sq x hx] at h
  rw [← mul_one (π ^ 2 / sin (π * x) ^ 2)]
  have hs' : sin (x * π) ≠ 0 := by rwa [mul_comm x π]
  refine HasSum.congr_fun (h.mul_left (π ^ 2 / sin (π * x) ^ 2)) fun n => ?_
  have hxn : x - n ≠ 0 := sub_ne_zero.2 (hx n)
  have hπ := Real.pi_ne_zero
  field_simp
```

Rescaling by $\varepsilon$ turns this into the sum over detunings.

```lean
/-- An energy off the dark ladder is a non-integer multiple of the spacing. -/
theorem ratio_ne_int {ε E : ℝ} (hε : 0 < ε) (hE : ∀ n : ℤ, E ≠ n * ε) (n : ℤ) : E / ε ≠ n :=
  fun h => hE n ((div_eq_iff hε.ne').1 h)

/-- For an energy off the dark ladder, the inverse squared detunings from its levels add up to
`(π/ε)² (1 + cot² (π E/ε))`. -/
theorem hasSum_detuning {ε E : ℝ} (hε : 0 < ε) (hE : ∀ n : ℤ, E ≠ n * ε) :
    HasSum (fun n : ℤ => 1 / (E - n * ε) ^ 2) ((π / ε) ^ 2 * (1 + cot (π * E / ε) ^ 2)) := by
  have hx := ratio_ne_int hε hE
  have hs : sin (π * (E / ε)) ≠ 0 := by
    intro h
    obtain ⟨n, hn⟩ := Real.sin_eq_zero_iff.1 h
    exact hx n (mul_left_cancel₀ Real.pi_ne_zero (by linarith))
  have hs2 := pow_ne_zero 2 hs
  have hcot : 1 + cot (π * (E / ε)) ^ 2 = 1 / sin (π * (E / ε)) ^ 2 := by
    rw [Real.cot_eq_cos_div_sin, div_pow, eq_div_iff hs2, add_mul, div_mul_cancel₀ _ hs2]
    linear_combination Real.sin_sq_add_cos_sq (π * (E / ε))
  rw [mul_div_assoc π E ε, hcot]
  have hval : (π / ε) ^ 2 * (1 / sin (π * (E / ε)) ^ 2)
      = 1 / ε ^ 2 * (π ^ 2 / sin (π * (E / ε)) ^ 2) := by ring
  rw [hval]
  refine HasSum.congr_fun ((hasSum_inv_sq (E / ε) hx).mul_left (1 / ε ^ 2)) fun n => ?_
  have h1 : ε * (E / ε) = E := by field_simp
  have e : E - n * ε = ε * (E / ε - n) := by linear_combination -h1
  rw [e, mul_pow, div_mul_div_comm, one_mul]
```

The next theorem takes the secular equation as the hypothesis `hsec`. Substituting it and cross-multiplying leaves a polynomial identity for `ring`.

```lean
/-- At a root `E` of the secular equation, the bright-state weight
`1 / (1 + v² ∑ 1/(E - n ε)²)` is a Lorentzian in `E - Es`. -/
theorem weight_eq_lorentzian {ε v Es E : ℝ} (hε : 0 < ε) (hv : v ≠ 0)
    (hE : ∀ n : ℤ, E ≠ n * ε) (hsec : E - Es = v ^ 2 * (π / ε) * cot (π * E / ε)) :
    1 / (1 + v ^ 2 * ∑' n : ℤ, 1 / (E - n * ε) ^ 2)
      = v ^ 2 / ((E - Es) ^ 2 + v ^ 2 + (π * v ^ 2 / ε) ^ 2) := by
  rw [(hasSum_detuning hε hE).tsum_eq, hsec, div_eq_div_iff (by positivity) (by positivity)]
  ring
```

## Stationary states

The secular equation is now derived. Mathlib's cotangent series is complex, so `hcot` transfers it to real arguments, and `key` sums the bright row. Uniqueness of the limit, after cancelling $a$, gives the equation; the converse holds as well.

```lean
/-- Off the dark ladder, a state with bright amplitude `a ≠ 0` is stationary exactly when its dark
amplitudes are `v a / (E - n ε)` and `E` solves the secular equation. -/
theorem isEigenstate_iff {ε v Es E a : ℝ} {b : ℤ → ℝ} (hε : 0 < ε) (ha : a ≠ 0)
    (hE : ∀ n : ℤ, E ≠ n * ε) :
    IsEigenstate ε v Es E a b ↔
      (∀ n : ℤ, b n = v * a / (E - n * ε)) ∧ E - Es = v ^ 2 * (π / ε) * cot (π * E / ε) := by
  have hrow : (∀ n : ℤ, v * a + n * ε * b n = E * b n) ↔ ∀ n : ℤ, b n = v * a / (E - n * ε) := by
    refine forall_congr' fun n => ?_
    rw [eq_div_iff (sub_ne_zero.2 (hE n))]
    constructor <;> intro h <;> linear_combination -h
  rw [IsEigenstate, hrow]
  refine and_congr_right fun hb => ?_
  have hE0 : E ≠ 0 := by simpa using hE 0
  have hz : ((E / ε : ℝ) : ℂ) ∈ Complex.integerComplement := by
    show ¬ (((E / ε : ℝ) : ℂ) ∈ Set.range ((↑) : ℤ → ℂ))
    rintro ⟨n, hn⟩
    exact ratio_ne_int hε hE n (by exact_mod_cast hn.symm)
  -- the partial-fraction series of the cotangent, at a real argument
  have hcot : HasSum (fun k : ℕ => 1 / (E / ε - (k + 1)) + 1 / (E / ε + (k + 1)))
      (π * cot (π * (E / ε)) - 1 / (E / ε)) := by
    have hs := (summable_cotTerm hz).hasSum
    have hval := (cot_series_rep' hz).symm
    rw [← Complex.hasSum_ofReal]
    convert hs using 1
    · funext k
      simp [cotTerm]
    · refine Eq.trans ?_ hval.symm
      simp [Complex.ofReal_cot]
  have key : HasSum (fun k : ℕ => v * (b ((k : ℤ) + 1) + b (-((k : ℤ) + 1))))
      (v ^ 2 * (π / ε) * cot (π * E / ε) * a - v * b 0) := by
    have c : ∀ P : ℝ, v ^ 2 * a / ε * (ε / P) = v * (v * a / P) := by
      intro P
      have hi : ε⁻¹ * ε = 1 := inv_mul_cancel₀ hε.ne'
      linear_combination (v ^ 2 * a / P) * hi
    have h0 : b 0 = v * a / E := by simpa using hb 0
    have hval : v ^ 2 * (π / ε) * cot (π * E / ε) * a - v * b 0
        = v ^ 2 * a / ε * (π * cot (π * (E / ε)) - 1 / (E / ε)) := by
      rw [h0, mul_div_assoc π E ε, one_div_div, mul_sub, c]
      ring
    rw [hval]
    refine HasSum.congr_fun (hcot.mul_left (v ^ 2 * a / ε)) fun k => ?_
    have hp := hb ((k : ℤ) + 1)
    have hm : b (-((k : ℤ) + 1)) = v * a / (E + (k + 1) * ε) := by
      rw [hb]; congr 1; push_cast; ring
    push_cast at hp
    have e1 : E / ε - (k + 1) = (E - (k + 1) * ε) / ε := by
      rw [sub_div, mul_div_cancel_right₀ _ hε.ne']
    have e2 : E / ε + (k + 1) = (E + (k + 1) * ε) / ε := by
      rw [add_div, mul_div_cancel_right₀ _ hε.ne']
    rw [hp, hm, e1, e2, one_div_div, one_div_div, mul_add, mul_add, c, c]
  constructor
  · intro h
    exact mul_right_cancel₀ ha (by linarith [h.unique key])
  · intro h
    rw [h]
    exact key
```

To exclude $a=0$, `hasSum_single` reduces the paired series to a single pair, which for $m\neq0$ is the one containing level $m$. The cases $m<0$, $m=0$ and $m>0$ each contradict $vb_m\neq0$.

```lean
/-- Every nonzero stationary state has a nonzero bright amplitude. -/
theorem bright_ne_zero {ε v Es E a : ℝ} {b : ℤ → ℝ} (hε : 0 < ε) (hv : v ≠ 0)
    (h : IsEigenstate ε v Es E a b) (hne : a ≠ 0 ∨ ∃ n, b n ≠ 0) : a ≠ 0 := by
  intro ha
  obtain ⟨hd, hs⟩ := h
  rcases hne with h0 | ⟨m, hm⟩
  · exact h0 ha
  have hE : E = m * ε := by
    have h1 := hd m
    rw [ha] at h1
    exact mul_right_cancel₀ hm (by linarith)
  -- only the dark level `m` could be populated
  have hz : ∀ n : ℤ, n ≠ m → b n = 0 := by
    intro n hn
    have h1 := hd n
    rw [ha, hE] at h1
    have h2 : ((n : ℝ) - m) * ε * b n = 0 := by linear_combination h1
    have h3 : ((n : ℝ) - m) * ε ≠ 0 :=
      mul_ne_zero (sub_ne_zero.2 (by exact_mod_cast hn)) hε.ne'
    exact (mul_eq_zero.1 h2).resolve_left h3
  rw [ha, mul_zero, zero_sub] at hs
  -- the bright row then forces this population to vanish as well
  have h1 := hasSum_single (f := fun k : ℕ => v * (b ((k : ℤ) + 1) + b (-((k : ℤ) + 1))))
    (m.natAbs - 1) (fun k hk => by
      show v * (b ((k : ℤ) + 1) + b (-((k : ℤ) + 1))) = 0
      rw [hz ((k : ℤ) + 1) (by omega), hz (-((k : ℤ) + 1)) (by omega)]
      simp)
  have h2 : -(v * b 0) = v * (b (((m.natAbs - 1 : ℕ) : ℤ) + 1)
      + b (-(((m.natAbs - 1 : ℕ) : ℤ) + 1))) := hs.unique h1
  rcases lt_trichotomy m 0 with hlt | heq | hgt
  · have e : -(((m.natAbs - 1 : ℕ) : ℤ) + 1) = m := by omega
    rw [e, hz 0 (by omega), hz (((m.natAbs - 1 : ℕ) : ℤ) + 1) (by omega)] at h2
    exact mul_ne_zero hv hm (by linarith)
  · rw [hz (((m.natAbs - 1 : ℕ) : ℤ) + 1) (by omega),
      hz (-(((m.natAbs - 1 : ℕ) : ℤ) + 1)) (by omega), ← heq] at h2
    exact mul_ne_zero hv hm (by linarith)
  · have e : ((m.natAbs - 1 : ℕ) : ℤ) + 1 = m := by omega
    rw [e, hz 0 (by omega), hz (-m) (by omega)] at h2
    exact mul_ne_zero hv hm (by linarith)
```

The main theorem therefore assumes neither $a\neq0$ nor that $E$ avoids the ladder. Summability of $b_n^2$ is part of its conclusion, so the weight refers to a finite norm.

```lean
/-- Every nonzero stationary state of the Bixon-Jortner model is normalisable, and its bright-state
weight is a Lorentzian in `E - Es`. -/
theorem eigenstate_brightWeight {ε v Es E a : ℝ} {b : ℤ → ℝ} (hε : 0 < ε) (hv : v ≠ 0)
    (h : IsEigenstate ε v Es E a b) (hne : a ≠ 0 ∨ ∃ n, b n ≠ 0) :
    Summable (fun n => b n ^ 2) ∧
      brightWeight a b = v ^ 2 / ((E - Es) ^ 2 + v ^ 2 + (π * v ^ 2 / ε) ^ 2) := by
  have ha := bright_ne_zero hε hv h hne
  -- a dark level at energy `E` would force `v * a = 0`
  have hE : ∀ n : ℤ, E ≠ n * ε := by
    intro n hn
    have h1 := h.1 n
    rw [hn] at h1
    exact mul_ne_zero hv ha (by linarith)
  obtain ⟨hb, hsec⟩ := (isEigenstate_iff hε ha hE).1 h
  have hsum : HasSum (fun n => b n ^ 2)
      (v ^ 2 * a ^ 2 * ∑' n : ℤ, 1 / (E - n * ε) ^ 2) := by
    refine HasSum.congr_fun
      ((hasSum_detuning hε hE).summable.hasSum.mul_left (v ^ 2 * a ^ 2)) fun n => ?_
    rw [hb n, div_pow]
    ring
  refine ⟨hsum.summable, ?_⟩
  rw [← weight_eq_lorentzian hε hv hE hsec, brightWeight, hsum.tsum_eq]
  have e : ∀ S : ℝ, a ^ 2 + v ^ 2 * a ^ 2 * S = a ^ 2 * (1 + v ^ 2 * S) := fun S => by ring
  rw [e, div_mul_cancel_left₀ (pow_ne_zero 2 ha), one_div]
```

An explicit state exists at $E=E_s=\varepsilon/2$, where the cotangent vanishes. Its bright amplitude is 1 as written and $1/\sqrt{1+(\pi v/\varepsilon)^2}$ after normalisation.

```lean
/-- With the bright level midway between two dark levels, `Es = ε/2`, the amplitudes `1` and
`v / (ε/2 - n ε)` form a stationary state of energy `ε/2`. -/
theorem eigenstate_witness {ε : ℝ} (v : ℝ) (hε : 0 < ε) :
    IsEigenstate ε v (ε / 2) (ε / 2) 1 (fun n => v / (ε / 2 - n * ε)) := by
  have hE : ∀ n : ℤ, ε / 2 ≠ n * ε := by
    intro n hn
    have h1 : (2 * n : ℝ) = 1 := mul_right_cancel₀ hε.ne' (by linarith)
    have h2 : 2 * n = 1 := by exact_mod_cast h1
    omega
  refine (isEigenstate_iff hε one_ne_zero hE).2 ⟨fun n => by rw [mul_one], ?_⟩
  have e : π * (ε / 2) / ε = π / 2 := by
    have := hε.ne'
    field_simp
  rw [e, Real.cot_eq_cos_div_sin, Real.cos_pi_div_two]
  simp

end

end BixonJortner
```

```lean
#print axioms BixonJortner.eigenstate_brightWeight
-- 'BixonJortner.eigenstate_brightWeight' depends on axioms: [propext, Classical.choice, Quot.sound]
```
